# Bound states of $s(s-1)/(2r^2)-1/r$ at the energies $-1/(2(s+k)^2)$ for $s\ge1$

The valence electron of a sodium atom sees, far out, an ion of charge $+1$. Close in, its orbital has to be orthogonal to those of the closed-shell core, which in a pseudopotential picture acts as a repulsion. A crude one-electron model keeps the Coulomb tail $-1/r$ and replaces the core by a repulsion $B/r^2$ with a single strength $B$. For an s electron, with $u(r)=rR(r)$ and in atomic units, the radial equation is then

$$-\tfrac12 u''+\left(\frac{B}{r^2}-\frac1r\right)u=Eu,\qquad r>0 .$$

I have seen it stated that for $s>1$ and $B=s(s-1)/2$ the functions $r^s e^{-r/s}$ and $r^s\left(1-\frac{r}{s(s+1)}\right)e^{-r/(s+1)}$ solve this equation, with energies $-1/(2s^2)$ and $-1/(2(s+1)^2)$. If I identify them with 3s and 4s, fitting $s$ to the 3s energy of sodium predicts the 4s energy. Can this be made rigorous and machine-checked, with real second derivatives and boundary conditions, and does the pattern continue to higher levels?

## A polynomial factor that terminates

Yes, and the two functions are the first members $k=0,1$ of a series that exists for every $k=0,1,2,\dots$ Try

$$u(r)=r^sP(r)e^{-\kappa r},\qquad \kappa=\frac1{s+k},$$

with a polynomial $P$. The product rule gives

$$u'=r^se^{-\kappa r}\left[P'+\left(\frac sr-\kappa\right)P\right].$$

Applying it again to the bracket gives

$$u''=r^se^{-\kappa r}\left[P''+2\left(\frac sr-\kappa\right)P'+\left(\frac{s(s-1)}{r^2}-\frac{2s\kappa}{r}+\kappa^2\right)P\right].$$

With $B=s(s-1)/2$ the $1/r^2$ terms cancel, and with $E=-\kappa^2/2$ the constant terms cancel. What remains is

$$-\tfrac12u''+\left(\frac B{r^2}-\frac1r\right)u-Eu=-\frac{r^se^{-\kappa r}}{2r}\Big[rP''+2(s-\kappa r)P'+2(1-\kappa s)P\Big].$$

So the square bracket has to vanish. Write $P=\sum_j c_jr^j$ and collect the coefficient of $r^j$:

$$(j+1)(j+2s)\,c_{j+1}=2\big(\kappa(j+s)-1\big)c_j=\frac{2(j-k)}{s+k}\,c_j .$$

For $s>0$ the factor on the left is never zero. Starting from $c_0=1$, the recursion therefore fixes all coefficients, and the factor $j-k$ makes $c_{k+1}$ and everything after it vanish. For $k=0$ this gives $P=1$. For $k=1$ it gives $c_1=-1/(s(s+1))$, which is the second function in the question.

The function $u$ tends to zero at the origin because $r^s$ does, and at infinity because the exponential beats any power. It is not identically zero, since $P(0)=1$ and a non-zero polynomial has only finitely many roots.

To fit the model to a level $E_0$, solve $E_0=-1/(2s^2)$ for $s=1/x$ with $x=\sqrt{-2E_0}$. Then $s+k=(1+kx)/x$, and the series becomes

$$E_k=-\frac{x^2}{2(1+kx)^2}=\frac{E_0}{(1+k\sqrt{-2E_0})^2}.$$

If $-\tfrac12<E_0<0$, then $x<1$ and $s>1$, so the fitted core is repulsive. As a numerical example, take $E_0=-0.18886$ hartree as an assumed input for the sodium 3s level. This gives $1.6271<s<1.6272$, and the next energy lies between $-0.07245$ and $-0.07244$ hartree.

## The Lean file

```lean
import Mathlib

open Polynomial Filter Topology

namespace OneElectronModelPotential

noncomputable section

/-- A non-zero radial function `u` that solves `-u''/2 + (B/r² - 1/r) u = E u` for `r > 0`
and vanishes at the origin and at infinity (atomic units). -/
structure IsBoundState (B E : ℝ) (u : ℝ → ℝ) : Prop where
  schrodinger : ∃ u' u'' : ℝ → ℝ, ∀ r, 0 < r →
    HasDerivAt u (u' r) r ∧ HasDerivAt u' (u'' r) r ∧
      -u'' r / 2 + (B / r ^ 2 - 1 / r) * u r = E * u r
  nonzero : ∃ r, 0 < r ∧ u r ≠ 0
  at_origin : Tendsto u (𝓝[>] 0) (𝓝 0)
  at_infinity : Tendsto u atTop (𝓝 0)

/-- The radial function `r^s P(r) exp(-κ r)` with a polynomial factor `P`. -/
def ansatz (s κ : ℝ) (P : ℝ[X]) (r : ℝ) : ℝ :=
  r ^ s * P.eval r * Real.exp (-κ * r)

/-- The coefficients of the polynomial factor of the `k`-th orbital, by recursion. -/
def coeffSeries (s : ℝ) (k : ℕ) : ℕ → ℝ
  | 0 => 1
  | j + 1 => 2 * ((j : ℝ) - k) / ((s + k) * (j + 1) * (j + 2 * s)) * coeffSeries s k j

/-- The polynomial factor of the `k`-th orbital. -/
def radialPoly (s : ℝ) (k : ℕ) : ℝ[X] :=
  ∑ j ∈ Finset.range (k + 1), C (coeffSeries s k j) * X ^ j

/-- The `k`-th orbital of the model potential, with decay constant `1/(s+k)`. -/
def modelOrbital (s : ℝ) (k : ℕ) : ℝ → ℝ :=
  ansatz s (1 / (s + k)) (radialPoly s k)

/-- The recursion terminates, so its members are the coefficients of the polynomial factor
at every order. -/
theorem radialPoly_coeff (s : ℝ) (k j : ℕ) :
    (radialPoly s k).coeff j = coeffSeries s k j := by
  have hz : ∀ m : ℕ, coeffSeries s k (k + 1 + m) = 0 := by
    intro m
    induction m with
    | zero => simp [coeffSeries]
    | succ m ih =>
      change coeffSeries s k ((k + 1 + m) + 1) = 0
      rw [coeffSeries, ih, mul_zero]
  rw [radialPoly, Polynomial.finsetSum_coeff]
  simp only [coeff_C_mul_X_pow]
  rw [Finset.sum_ite_eq]
  split_ifs with h
  · rfl
  · rw [Finset.mem_range, not_lt] at h
    obtain ⟨m, rfl⟩ := Nat.exists_eq_add_of_le h
    exact (hz m).symm

/-- The polynomial factor obeys the radial equation that remains after the power `r^s` and
the exponential are split off. -/
theorem radialPoly_equation {s : ℝ} (hs : 0 < s) (k : ℕ) (r : ℝ) :
    r * (derivative (derivative (radialPoly s k))).eval r
      + 2 * (s - 1 / (s + k) * r) * (derivative (radialPoly s k)).eval r
      + 2 * (1 - 1 / (s + k) * s) * (radialPoly s k).eval r = 0 := by
  have hrec : ∀ j : ℕ, ((j : ℝ) + 1) * (j + 2 * s) * coeffSeries s k (j + 1)
      = 2 * (1 / (s + k) * (j + s) - 1) * coeffSeries s k j := by
    intro j
    have h1 : s + (k : ℝ) ≠ 0 := by positivity
    have h2 : (j : ℝ) + 1 ≠ 0 := by positivity
    have h3 : (j : ℝ) + 2 * s ≠ 0 := by positivity
    rw [coeffSeries]
    field_simp
    ring
  -- compare coefficients of each power of r
  have h : X * derivative (derivative (radialPoly s k))
      + C (2 * s) * derivative (radialPoly s k)
      - C (2 * (1 / (s + k))) * (X * derivative (radialPoly s k))
      + C (2 * (1 - 1 / (s + k) * s)) * radialPoly s k = 0 := by
    ext j
    cases j with
    | zero =>
      have h0 := hrec 0
      simp only [coeff_add, coeff_sub, coeff_C_mul, coeff_X_mul_zero, coeff_derivative,
        radialPoly_coeff, coeff_zero, Nat.cast_zero, zero_add] at h0 ⊢
      linear_combination h0
    | succ j =>
      have h0 := hrec (j + 1)
      simp only [coeff_add, coeff_sub, coeff_C_mul, coeff_X_mul, coeff_derivative,
        radialPoly_coeff, coeff_zero]
      push_cast at h0 ⊢
      linear_combination h0
  have he := congrArg (eval r) h
  simp only [eval_add, eval_sub, eval_mul, eval_X, eval_C, eval_zero] at he
  linear_combination he

/-- Product rule for a radial function `r^s f(r) exp(-κ r)` at `r > 0`. -/
theorem hasDerivAt_radial (s κ : ℝ) {f : ℝ → ℝ} {f' r : ℝ} (hr : 0 < r)
    (hf : HasDerivAt f f' r) :
    HasDerivAt (fun x => x ^ s * f x * Real.exp (-κ * x))
      (r ^ s * (f' + (s * r⁻¹ - κ) * f r) * Real.exp (-κ * r)) r := by
  have h1 : HasDerivAt (fun x : ℝ => x ^ s) (s * r ^ (s - 1)) r :=
    Real.hasDerivAt_rpow_const (Or.inl hr.ne')
  have h2 : HasDerivAt (fun x : ℝ => Real.exp (-κ * x)) (Real.exp (-κ * r) * (-κ * 1)) r :=
    ((hasDerivAt_id' r).const_mul (-κ)).exp
  refine ((h1.fun_mul hf).fun_mul h2).congr_deriv ?_
  rw [Real.rpow_sub_one hr.ne']
  ring

/-- For positive `s` and `κ`, the function `r^s P(r) exp(-κ r)` vanishes at the origin and
at infinity. -/
theorem ansatz_vanishes {s κ : ℝ} (hs : 0 < s) (hκ : 0 < κ) (P : ℝ[X]) :
    Tendsto (ansatz s κ P) (𝓝[>] 0) (𝓝 0) ∧ Tendsto (ansatz s κ P) atTop (𝓝 0) := by
  constructor
  · have hc : Continuous (ansatz s κ P) := by
      unfold ansatz
      exact ((continuous_id.rpow_const (fun _ => Or.inr hs.le)).mul P.continuous).mul
        (by fun_prop)
    have h0 : ansatz s κ P 0 = 0 := by simp [ansatz, Real.zero_rpow hs.ne']
    have h := hc.tendsto 0
    rw [h0] at h
    exact h.mono_left nhdsWithin_le_nhds
  · induction P using Polynomial.induction_on' with
    | add p q hp hq =>
      have h := hp.add hq
      rw [add_zero] at h
      refine h.congr (fun r => ?_)
      simp only [ansatz, eval_add]
      ring
    | monomial m a =>
      have h := (tendsto_rpow_mul_exp_neg_mul_atTop_nhds_zero (s + m) κ hκ).const_mul a
      rw [mul_zero] at h
      refine h.congr' ?_
      filter_upwards [eventually_gt_atTop 0] with r hr
      rw [ansatz, eval_monomial, Real.rpow_add hr, Real.rpow_natCast]
      ring

/-- For `s > 0`, the potential `B/r² - 1/r` with `B = s(s-1)/2` has, for every `k` and in the sense
of `IsBoundState`, the bound state `modelOrbital s k` with energy `-1/(2(s+k)²)`. -/
theorem modelOrbital_isBoundState {s : ℝ} (hs : 0 < s) (k : ℕ) :
    IsBoundState (s * (s - 1) / 2) (-1 / (2 * (s + k) ^ 2)) (modelOrbital s k) := by
  have hn : 0 < s + (k : ℝ) := by positivity
  have hE : -1 / (2 * (s + (k : ℝ)) ^ 2) = -(1 / (s + (k : ℝ))) ^ 2 / 2 := by
    field_simp
  have hode := radialPoly_equation hs k
  have hκ : 0 < 1 / (s + (k : ℝ)) := by positivity
  rw [hE]
  unfold modelOrbital
  generalize 1 / (s + (k : ℝ)) = κ at hode hκ ⊢
  refine ⟨?_, ?_, (ansatz_vanishes hs hκ _).1, (ansatz_vanishes hs hκ _).2⟩
  · set P := radialPoly s k
    let f : ℝ → ℝ := fun x => (derivative P).eval x + (s * x⁻¹ - κ) * P.eval x
    let f' : ℝ → ℝ := fun x => (derivative (derivative P)).eval x
      + (s * (-(x ^ 2)⁻¹) * P.eval x + (s * x⁻¹ - κ) * (derivative P).eval x)
    refine ⟨fun x => x ^ s * f x * Real.exp (-κ * x),
      fun x => x ^ s * (f' x + (s * x⁻¹ - κ) * f x) * Real.exp (-κ * x), fun r hr => ?_⟩
    have hf : HasDerivAt f (f' r) r :=
      ((derivative P).hasDerivAt r).fun_add
        ((((hasDerivAt_inv hr.ne').const_mul s).sub_const κ).fun_mul (P.hasDerivAt r))
    refine ⟨hasDerivAt_radial s κ hr (P.hasDerivAt r), hasDerivAt_radial s κ hr hf, ?_⟩
    -- the radial equation is the polynomial equation times -r^s exp(-κ r)/(2r)
    have hi : r * r⁻¹ = 1 := mul_inv_cancel₀ hr.ne'
    simp only [f, f', ansatz]
    linear_combination (-(r ^ s * Real.exp (-κ * r)) / 2 * r⁻¹) * hode r
      + (r ^ s * Real.exp (-κ * r) / 2 * ((derivative (derivative P)).eval r
        - 2 * κ * (derivative P).eval r)) * hi
  · -- a polynomial with constant term 1 cannot vanish on the whole half-line
    by_contra! h
    have hP : radialPoly s k = 0 := by
      refine eq_zero_of_infinite_isRoot _ ((Set.Ioi_infinite (0 : ℝ)).mono ?_)
      intro r hr
      have hr' : 0 < r := hr
      have h1 := h r hr'
      have h2 : r ^ s ≠ 0 := (Real.rpow_pos_of_pos hr' s).ne'
      simpa [ansatz, h2, Real.exp_ne_zero] using h1
    have h0 := radialPoly_coeff s k 0
    rw [hP, coeff_zero, coeffSeries] at h0
    exact zero_ne_one h0

/-- The first two orbitals are `r^s exp(-r/s)` and
`r^s (1 - r/(s(s+1))) exp(-r/(s+1))`. -/
theorem modelOrbital_zero_one {s : ℝ} (hs : 0 < s) (r : ℝ) :
    modelOrbital s 0 r = r ^ s * Real.exp (-r / s) ∧
    modelOrbital s 1 r = r ^ s * (1 - r / (s * (s + 1))) * Real.exp (-r / (s + 1)) := by
  constructor
  · have h0 : (radialPoly s 0).eval r = 1 := by simp [radialPoly, coeffSeries]
    have h1 : -(1 / (s + ((0 : ℕ) : ℝ))) * r = -r / s := by
      rw [Nat.cast_zero, add_zero]
      ring
    rw [modelOrbital, ansatz, h0, h1, mul_one]
  · have h0 : (radialPoly s 1).eval r = 1 - r / (s * (s + 1)) := by
      have hc : coeffSeries s 1 1 = -1 / (s * (s + 1)) := by
        simp only [coeffSeries, Nat.cast_zero, Nat.cast_one, zero_add, mul_one, zero_sub]
        field_simp
      have hc0 : coeffSeries s 1 0 = 1 := by rw [coeffSeries]
      rw [radialPoly, Finset.sum_range_succ, Finset.sum_range_one, hc, hc0]
      simp only [eval_add, eval_mul, eval_C, eval_pow, eval_X]
      ring
    have h1 : -(1 / (s + ((1 : ℕ) : ℝ))) * r = -r / (s + 1) := by
      rw [Nat.cast_one]
      ring
    rw [modelOrbital, ansatz, h0, h1]

/-- Fitting `s = 1/√(-2E₀)` to one level `E₀` between `-1/2` and `0` gives `s > 1`, and the
orbitals of the fitted potential have the energies `E₀/(1 + k√(-2E₀))²`. -/
theorem fitted_series {E₀ : ℝ} (hlow : -1 / 2 < E₀) (hneg : E₀ < 0) :
    1 < 1 / √(-2 * E₀) ∧ ∀ k : ℕ,
      IsBoundState (1 / √(-2 * E₀) * (1 / √(-2 * E₀) - 1) / 2)
        (E₀ / (1 + k * √(-2 * E₀)) ^ 2) (modelOrbital (1 / √(-2 * E₀)) k) := by
  have hx : 0 < √(-2 * E₀) := Real.sqrt_pos.mpr (by linarith)
  have hsq : √(-2 * E₀) ^ 2 = -2 * E₀ := Real.sq_sqrt (by linarith)
  generalize √(-2 * E₀) = x at hx hsq ⊢
  have hE : E₀ = -x ^ 2 / 2 := by linarith
  refine ⟨?_, fun k => ?_⟩
  · rw [lt_div_iff₀ hx]
    nlinarith
  · have h := modelOrbital_isBoundState (one_div_pos.mpr hx) k
    have hk : 0 < 1 + (k : ℝ) * x := by positivity
    have h1 : 1 / x + (k : ℝ) = (1 + k * x) / x := by
      field_simp
    have h2 : -1 / (2 * (1 / x + (k : ℝ)) ^ 2) = E₀ / (1 + k * x) ^ 2 := by
      rw [h1, hE]
      field_simp
    rwa [h2] at h

/-- If `s > 0` is fitted to an energy of `-0.18886` hartree, the next energy of the series lies
between `-0.07245` and `-0.07244` hartree. -/
theorem sodium_next_level {s : ℝ} (hs : 0 < s) (hfit : -1 / (2 * s ^ 2) = -0.18886) :
    -0.07245 < -1 / (2 * (s + 1) ^ 2) ∧ -1 / (2 * (s + 1) ^ 2) < -0.07244 := by
  have h2 : 0 < 2 * s ^ 2 := by positivity
  have h3 : 0 < 2 * (s + 1) ^ 2 := by positivity
  rw [div_eq_iff h2.ne'] at hfit
  have hl : 1.6271 < s := by
    by_contra! h
    nlinarith
  have hu : s < 1.6272 := by
    by_contra! h
    nlinarith
  constructor
  · rw [lt_div_iff₀ h3]
    nlinarith
  · rw [div_lt_iff₀ h3]
    nlinarith

end

end OneElectronModelPotential
```

```lean
#print axioms OneElectronModelPotential.modelOrbital_isBoundState
#print axioms OneElectronModelPotential.modelOrbital_zero_one
#print axioms OneElectronModelPotential.fitted_series
#print axioms OneElectronModelPotential.sodium_next_level
```

```
'OneElectronModelPotential.modelOrbital_isBoundState' depends on axioms: [propext, Classical.choice, Quot.sound]
'OneElectronModelPotential.modelOrbital_zero_one' depends on axioms: [propext, Classical.choice, Quot.sound]
'OneElectronModelPotential.fitted_series' depends on axioms: [propext, Classical.choice, Quot.sound]
'OneElectronModelPotential.sodium_next_level' depends on axioms: [propext, Classical.choice, Quot.sound]
```

## What the theorems say about the atom

`IsBoundState B E u` states the bound-state problem for a radial function `u`, with boundary conditions suited to $B\ge0$. It asks for functions `u'` and `u''` that are the genuine first and second derivatives at every $r>0$ and satisfy the radial equation there. It also asks that `u` is non-zero somewhere on the half-line, tends to zero as $r\to0$ from the right (`𝓝[>] 0`), and tends to zero as $r\to\infty$ (`atTop`). Energies are in hartree and lengths in bohr. The power `r ^ s` has a real exponent.

- `modelOrbital_isBoundState` says that for every real $s>0$ and every natural number $k$, the function `modelOrbital s k` is such a state, with $B=s(s-1)/2$ and $E=-1/(2(s+k)^2)$.
- `modelOrbital_zero_one` identifies the members $k=0$ and $k=1$ with the two explicit functions.
- `fitted_series` starts from an energy $E_0$ in $(-\tfrac12,0)$, that is, from an electron bound less tightly than in the hydrogen ground state. It returns $s>1$ and the whole series in terms of $E_0$.
- `sodium_next_level` takes the fit to $-0.18886$ hartree as a hypothesis and bounds the next energy. This number is an assumed input, which the file does not establish. It stands for minus the ionisation energy of the 3s electron, the energy needed to take it away from the ion.

The hypothesis $s>0$ is wider than the $s>1$ of the question. At $s=1$ the core term vanishes and the series is that of hydrogen. For $0<s<1$ the term is attractive, and the condition at the origin no longer selects energies. Near $r=0$ the solutions combine $r^s$ and $r^{1-s}$ (at $s=\tfrac12$, $r^{1/2}$ and $r^{1/2}\ln r$), which all tend to zero, so for every $E<0$ the solution that decays at infinity satisfies `IsBoundState`. The theorem remains true there, but a physical spectrum requires a sharper condition at the origin. The physical reading as a repulsive core belongs to $s>1$.

The orbitals are scaled by $P(0)=1$ and not normalised. Integrating by hand, which goes beyond the file, gives

$$\int_0^\infty u_0^2\,dr=\Gamma(2s+1)\left(\frac s2\right)^{2s+1},\qquad \int_0^\infty u_1^2\,dr=\Gamma(2s+1)\left(\frac{s+1}2\right)^{2s+1}\frac{s+1}{2s^2},$$

where $u_k$ is `modelOrbital s k`; dividing by the square roots normalises the two functions.

The theorems exhibit a series of bound states, but they don't state that the potential has no others. "Next level" therefore means the next member of this series, and calling $k=0$ and $k=1$ "3s" and "4s" is an assignment made by the user of the model. How close the prediction comes to the measured 4s energy is a question for experiment. The inverse-square core is itself an idealisation, without core polarisation, spin-orbit coupling or any explicit core electrons.

In electronic-structure terms, this one-electron, one-parameter model replaces the 3s orbital by a function without radial nodes, as a pseudo-orbital does in an effective core potential. It also yields a Rydberg series with a constant quantum defect $3-s$.

## How the proof follows the derivation

**The polynomial.** `coeffSeries` is the recursion for $c_j$, and `radialPoly` is the sum up to degree $k$. `radialPoly_coeff` shows by induction that the recursion stays at zero after degree $k$. The recursion thus gives the coefficient of the polynomial at every order, and the top degree needs no special treatment.

For $s>0$, `radialPoly_equation` proves that the square bracket above vanishes. Its step `hrec` is the two-term relation. The identity `h` is then proved between polynomials, one coefficient at a time (`ext j`), with the constant term handled separately because multiplication by $r$ shifts the index. Evaluating at $r$ gives the equation for numbers.

**The derivatives.** `hasDerivAt_radial` is the product rule for $r^sf(r)e^{-\kappa r}$ with a general differentiable $f$. The main theorem uses it twice: first with $f=P$, then with $f=P'+(s/r-\kappa)P$, the same two steps as by hand. The closing `linear_combination` multiplies the polynomial equation by $-r^se^{-\kappa r}/(2r)$, the prefactor found in the derivation, and uses $r\cdot r^{-1}=1$ to clear the remaining terms.

**The boundary conditions.** `ansatz_vanishes` treats the origin by continuity, since the function is continuous and equals zero at $r=0$. At infinity it splits $P$ into monomials and applies the known limit of $r^{s+m}e^{-\kappa r}$ to each. Both arguments work for any polynomial.

**Being non-zero.** If the orbital vanished for all $r>0$, then `radialPoly s k` would have infinitely many roots and would be the zero polynomial. That contradicts its constant coefficient, which is 1.

**The fit.** `fitted_series` writes $x$ for the square root and rewrites the energy of the main theorem with $s+k=(1+kx)/x$. `sodium_next_level` first encloses $s$ between 1.6271 and 1.6272: a value outside this interval would contradict the fitted energy, which `nlinarith` confirms. The same tactic then carries the enclosure over to $-1/(2(s+1)^2)$.
